# For finitely many real orbitals with a gap, the imaginary-time product of Green's functions transforms into the sum-over-states χ₀(iw)

Q: A low-scaling RPA code builds an occupied and a virtual Green's function at a set of imaginary times, multiplies them point by point in real space, and cosine-transforms the product to get the non-interacting response $\chi_0(iw)$. At each time the sums over occupied and virtual orbitals are separate, so no double sum over pairs is needed. What entitles the code to do this?

A: An identity, which for finitely many real orbitals takes a few lines. Let $\varphi_i$ be occupied orbitals with energies $e_i$, $\varphi_a$ virtual ones with energies $e_a$, and $r,s$ grid points. For a reference energy $\mu$ and time $t$, set

$$G_o(t)=\sum_i\varphi_i(r)\varphi_i(s)\,e^{(e_i-\mu)t},\qquad G_e(t)=\sum_a\varphi_a(r)\varphi_a(s)\,e^{-(e_a-\mu)t}.$$

Multiply them. The exponents add to $(e_i-\mu)-(e_a-\mu)=-D_{ia}$ with $D_{ia}=e_a-e_i$, so

$$G_o(t)G_e(t)=\sum_{i,a}M_{ia}\,e^{-D_{ia}t},\qquad M_{ia}=\varphi_i(r)\varphi_a(r)\varphi_i(s)\varphi_a(s).$$

What remains is one integral, for $D>0$ and real frequency $w$. Take

$$F(t)=e^{-Dt}\,\frac{w\sin wt-D\cos wt}{D^2+w^2}.$$

In $F'$ the two terms $\mp Dw\sin wt$ cancel, and $(D^2+w^2)\cos wt$ is left over the same denominator, so $F'(t)=e^{-Dt}\cos wt$. Since $F(t)\to0$ at long times and $F(0)=-D/(D^2+w^2)$,

$$\int_0^\infty\cos(wt)\,e^{-Dt}\,dt=\frac{D}{D^2+w^2}.$$

The sum over pairs is finite, so it can be integrated term by term:

$$-2\int_0^\infty\cos(wt)\,G_o(t)G_e(t)\,dt=-\sum_{i,a}\frac{2D_{ia}}{D_{ia}^2+w^2}\,M_{ia}=\chi_0(iw).$$

Q: Try it on numbers, with $\mu$ in an awkward place.

A: Take two grid points, $\varphi_i=(1,1)/\sqrt2$ with $e_i=-1$, $\varphi_a=(1,-1)/\sqrt2$ with $e_a=1$, and $w=1$. Then $D=2$. At $r=s=1$, $\mu=0$ gives $G_o=G_e=\tfrac12e^{-t}$. With $\mu=3$, above both levels, $G_o=\tfrac12e^{-4t}$ and $G_e=\tfrac12e^{2t}$, which grows. The product is $\tfrac14e^{-2t}$ both times, and the result is $-2\cdot\tfrac14\cdot\tfrac25=-\tfrac15$. The sum over states gives $-\tfrac45\cdot\tfrac14=-\tfrac15$ as well.

Q: Now the formal version. What does it take as a system?

A: Only tables of real numbers.

```lean
import Mathlib

open MeasureTheory Set Filter Topology

namespace SpaceTimeRPA

noncomputable section

/-- Real occupied and virtual orbitals, given by their values on a grid `G`, with their
orbital energies. -/
structure Orbitals (I A G : Type*) where
  occ : I → G → ℝ
  vir : A → G → ℝ
  eOcc : I → ℝ
  eVir : A → ℝ
```

The types `I`, `A` and `G` label occupied orbitals, virtual orbitals and grid points. No Hamiltonian appears, and orthonormality is not required. Complex orbitals are excluded.

Q: And could the Green's functions or $\chi_0$ have been defined so that the identity is built in?

A: Each has its own formula. `gap` is $D_{ia}$ and `amp` is $M_{ia}$.

```lean
variable {I A G : Type*}

/-- The transition energy `D = e_a - e_i`. -/
def Orbitals.gap (S : Orbitals I A G) (i : I) (a : A) : ℝ := S.eVir a - S.eOcc i

/-- The product `φ_i(r) φ_a(r) φ_i(s) φ_a(s)` of orbital values at two grid points. -/
def Orbitals.amp (S : Orbitals I A G) (i : I) (a : A) (r s : G) : ℝ :=
  S.occ i r * S.vir a r * (S.occ i s * S.vir a s)
```

The Green's functions are single sums. Both are written without the relative sign that time ordering would give them; the overall minus stands in front of the integral.

```lean
/-- The occupied imaginary-time Green's function, with energies measured from `μ`. -/
def Orbitals.greenOcc [Fintype I] (S : Orbitals I A G) (μ t : ℝ) (r s : G) : ℝ :=
  ∑ i, S.occ i r * S.occ i s * Real.exp ((S.eOcc i - μ) * t)

/-- The virtual imaginary-time Green's function, with energies measured from `μ`. -/
def Orbitals.greenVir [Fintype A] (S : Orbitals I A G) (μ t : ℝ) (r s : G) : ℝ :=
  ∑ a, S.vir a r * S.vir a s * Real.exp (-(S.eVir a - μ) * t)
```

The response is the sum over states.

```lean
/-- The sum-over-states response `χ₀(iw)` between two grid points, meaningful when no
transition energy vanishes together with `w`. -/
def Orbitals.chi0 [Fintype I] [Fintype A] (S : Orbitals I A G) (w : ℝ) (r s : G) : ℝ :=
  -∑ i, ∑ a, 2 * S.gap i a / (S.gap i a ^ 2 + w ^ 2) * S.amp i a r s
```

This formula is the definition of $\chi_0$ here. Its derivation from perturbation theory is not part of the file.

Q: I would read the 2 in that formula as spin.

A: That is the mistake to avoid. It comes from adding $1/(D+iw)$ and $1/(D-iw)$, or, in the time picture, from folding negative times onto positive ones. If the orbitals are the spatial orbitals of a closed shell, the spin sum supplies another factor of 2.

Q: Where does the calculus happen?

A: In three lemmas. The first says that an exponential with negative rate dies out.

```lean
/-- An exponential with negative rate vanishes at long times. -/
theorem exp_decay {c : ℝ} (hc : c < 0) :
    Tendsto (fun t : ℝ => Real.exp (c * t)) atTop (𝓝 0) :=
  Real.tendsto_exp_atBot.comp (Filter.Tendsto.const_mul_atTop_of_neg hc tendsto_id)
```

The second gets integrability from $|\cos(wt)\,e^{-Dt}|\le e^{-Dt}$.

```lean
/-- For `D > 0` the damped cosine `cos(wt) exp(-Dt)` is integrable over positive times. -/
theorem integrable_cos_exp {D : ℝ} (hD : 0 < D) (w : ℝ) :
    IntegrableOn (fun t : ℝ => Real.cos (w * t) * Real.exp (-D * t)) (Ioi 0) := by
  refine Integrable.mono' (exp_neg_integrableOn_Ioi 0 hD)
    (Continuous.aestronglyMeasurable (by fun_prop)) (Eventually.of_forall fun t => ?_)
  rw [Real.norm_eq_abs, abs_mul, abs_of_pos (Real.exp_pos _)]
  exact mul_le_of_le_one_left (Real.exp_pos _).le (Real.abs_cos_le_one _)
```

The third is the integral above, with the same $F$. `hder` differentiates it, and `linear_combination` closes the algebra using $(D^2+w^2)(D^2+w^2)^{-1}=1$. `hlim` bounds $|F(t)|$ by $e^{-Dt}(|w|+|D|)/(D^2+w^2)$ and squeezes it to zero. The fundamental theorem of calculus on a half-line then leaves $-F(0)$.

```lean
/-- For `D > 0` the cosine transform of `exp(-Dt)` over positive times is `D/(D² + w²)`. -/
theorem integral_cos_exp {D : ℝ} (hD : 0 < D) (w : ℝ) :
    ∫ t in Ioi (0 : ℝ), Real.cos (w * t) * Real.exp (-D * t) = D / (D ^ 2 + w ^ 2) := by
  have hN : 0 < D ^ 2 + w ^ 2 := by positivity
  -- an explicit antiderivative
  have hder : ∀ t ∈ Ici (0 : ℝ), HasDerivAt (fun t : ℝ => Real.exp (-D * t) *
      ((w * Real.sin (w * t) - D * Real.cos (w * t)) / (D ^ 2 + w ^ 2)))
      (Real.cos (w * t) * Real.exp (-D * t)) t := by
    intro t _
    have hl : ∀ c : ℝ, HasDerivAt (fun x : ℝ => c * x) c t := fun c => by
      simpa using (hasDerivAt_id t).const_mul c
    refine ((hl (-D)).exp.fun_mul ((((hl w).sin.const_mul w).fun_sub
      ((hl w).cos.const_mul D)).div_const (D ^ 2 + w ^ 2))).congr_deriv ?_
    have hinv : (D ^ 2 + w ^ 2) * (D ^ 2 + w ^ 2)⁻¹ = 1 := mul_inv_cancel₀ hN.ne'
    linear_combination (Real.cos (w * t) * Real.exp (-D * t)) * hinv
  -- it vanishes at long times
  have hlim : Tendsto (fun t : ℝ => Real.exp (-D * t) *
      ((w * Real.sin (w * t) - D * Real.cos (w * t)) / (D ^ 2 + w ^ 2))) atTop (𝓝 0) := by
    have hb := (exp_decay (neg_lt_zero.2 hD)).mul_const ((|w| + |D|) / (D ^ 2 + w ^ 2))
    rw [zero_mul] at hb
    refine squeeze_zero_norm (fun t => ?_) hb
    have h1 : |w * Real.sin (w * t)| ≤ |w| := by
      rw [abs_mul]
      exact mul_le_of_le_one_right (abs_nonneg _) (Real.abs_sin_le_one _)
    have h2 : |D * Real.cos (w * t)| ≤ |D| := by
      rw [abs_mul]
      exact mul_le_of_le_one_right (abs_nonneg _) (Real.abs_cos_le_one _)
    have h3 : |w * Real.sin (w * t) - D * Real.cos (w * t)| ≤ |w| + |D| :=
      abs_le.2 ⟨by linarith [(abs_le.1 h1).1, (abs_le.1 h2).2],
        by linarith [(abs_le.1 h1).2, (abs_le.1 h2).1]⟩
    rw [Real.norm_eq_abs, abs_mul, abs_of_pos (Real.exp_pos _), abs_div, abs_of_pos hN]
    exact mul_le_mul_of_nonneg_left (div_le_div_of_nonneg_right h3 hN.le) (Real.exp_pos _).le
  rw [integral_Ioi_of_hasDerivAt_of_tendsto' hder (integrable_cos_exp hD w) hlim]
  simp only [mul_zero, Real.exp_zero, Real.sin_zero, Real.cos_zero]
  ring
```

Q: Your example had a growing $G_e$. Surely a code wants $\mu$ inside the gap?

A: Yes, and that has its own theorem: if $\mu$ lies above every occupied level and below every virtual one, both functions vanish at long times. Each is a finite sum of decaying exponentials, so the limit is taken term by term.

```lean
/-- If `μ` lies above all occupied and below all virtual levels, both Green's functions
vanish at long imaginary times. -/
theorem green_decay [Fintype I] [Fintype A] (S : Orbitals I A G) {μ : ℝ}
    (ho : ∀ i, S.eOcc i < μ) (hv : ∀ a, μ < S.eVir a) (r s : G) :
    Tendsto (fun t => S.greenOcc μ t r s) atTop (𝓝 0) ∧
      Tendsto (fun t => S.greenVir μ t r s) atTop (𝓝 0) := by
  constructor
  · have h := tendsto_finsetSum (Finset.univ : Finset I) (fun i _ =>
      (exp_decay (sub_neg.2 (ho i))).const_mul (S.occ i r * S.occ i s))
    simp only [mul_zero, Finset.sum_const_zero] at h
    exact h
  · have h := tendsto_finsetSum (Finset.univ : Finset A) (fun a _ =>
      (exp_decay (neg_lt_zero.2 (sub_pos.2 (hv a)))).const_mul (S.vir a r * S.vir a s))
    simp only [mul_zero, Finset.sum_const_zero] at h
    exact h
```

The product doesn't need this, because $\mu$ drops out of it. The next lemma is the multiplication done by hand: `Finset.sum_mul_sum` turns the product of sums into a double sum, and `Real.exp_add` merges the exponentials.

```lean
variable [Fintype I] [Fintype A] (S : Orbitals I A G)

/-- In the product of the two Green's functions `μ` cancels, and each
occupied-virtual pair contributes `exp(-Dt)`; here the product carries the factor `cos(wt)`. -/
theorem cos_mul_green (μ w t : ℝ) (r s : G) :
    Real.cos (w * t) * S.greenOcc μ t r s * S.greenVir μ t r s =
      ∑ i, ∑ a, S.amp i a r s * (Real.cos (w * t) * Real.exp (-S.gap i a * t)) := by
  rw [mul_assoc, Orbitals.greenOcc, Orbitals.greenVir, Finset.sum_mul_sum, Finset.mul_sum]
  refine Finset.sum_congr rfl fun i _ => ?_
  rw [Finset.mul_sum]
  refine Finset.sum_congr rfl fun a _ => ?_
  have h : Real.exp (-S.gap i a * t) =
      Real.exp ((S.eOcc i - μ) * t) * Real.exp (-(S.eVir a - μ) * t) := by
    rw [← Real.exp_add]
    congr 1
    unfold Orbitals.gap
    ring
  rw [h, Orbitals.amp]
  ring
```

Q: Then state the main result in words.

A: Suppose that every occupied level lies below every virtual level. Then for all real $\mu$ and $w$ and any two grid points, $\cos(wt)\,G_o(t)G_e(t)$ is integrable over $t>0$, and $-2$ times its integral is $\chi_0(iw)$. Integrability is stated because Lean assigns the value zero to the integral of a non-integrable function.

```lean
/-- If every occupied level lies below every virtual level, then for every real `μ` the
space-time integrand is integrable and `-2` times its integral is `χ₀(iw)`. -/
theorem space_time_chi0 (h : ∀ i a, S.eOcc i < S.eVir a) (μ w : ℝ) (r s : G) :
    IntegrableOn (fun t => Real.cos (w * t) * S.greenOcc μ t r s * S.greenVir μ t r s)
        (Ioi 0) ∧
      -2 * ∫ t in Ioi (0 : ℝ), Real.cos (w * t) * S.greenOcc μ t r s * S.greenVir μ t r s =
        S.chi0 w r s := by
  have hD : ∀ i a, 0 < S.gap i a := fun i a => sub_pos.2 (h i a)
  have hI : ∀ i a, Integrable (fun t : ℝ => S.amp i a r s *
      (Real.cos (w * t) * Real.exp (-S.gap i a * t))) (volume.restrict (Ioi 0)) :=
    fun i a => (integrable_cos_exp (hD i a) w).const_mul _
  simp only [cos_mul_green]
  constructor
  · exact integrable_finsetSum _ fun i _ => integrable_finsetSum _ fun a _ => hI i a
  -- integrate pair by pair
  · rw [MeasureTheory.integral_finsetSum _ fun i _ => integrable_finsetSum _ fun a _ => hI i a,
      Orbitals.chi0, Finset.mul_sum, ← Finset.sum_neg_distrib]
    refine Finset.sum_congr rfl fun i _ => ?_
    rw [MeasureTheory.integral_finsetSum _ fun a _ => hI i a, Finset.mul_sum, ← Finset.sum_neg_distrib]
    refine Finset.sum_congr rfl fun a _ => ?_
    rw [integral_const_mul, integral_cos_exp (hD i a)]
    ring
```

The proof rewrites the integrand with `cos_mul_green`, exchanges integral and finite sums with `integral_finsetSum`, and applies `integral_cos_exp` to each pair.

The hypothesis `h` stands for a system with a gap between occupied and virtual levels, such as a typical closed-shell molecule or an insulator in a finite basis. A degenerate highest occupied level is allowed if it is full. An occupied level degenerate with a virtual one is shut out, and so is a fractionally occupied level, which would have to be listed on both sides.

Q: In practice the integral is often replaced by a weighted sum over a modest number of time points. What error does that make?

A: Let the points be $\tau_k$ with weights $\gamma_k$, and suppose that at the chosen $w$ the rule integrates $\cos(wt)\,e^{-D_{ia}t}$ with error at most $\delta$ for every pair. Write $Q_{ia}$ for the quadrature value and $L_{ia}$ for the exact integral. The quadrature is linear, so the error in $\chi_0$ is $-2\sum_{ia}M_{ia}(Q_{ia}-L_{ia})$, and the triangle inequality bounds its size by $2\delta\sum_{ia}|M_{ia}|$.

```lean
/-- With all occupied levels below all virtual ones, a time quadrature that integrates
`cos(wt) exp(-Dt)` over positive times to within `δ` for each transition energy `D` gives `χ₀(iw)`
to within `2δ` times the sum of the absolute orbital products. -/
theorem quadrature_error {K : Type*} [Fintype K] (h : ∀ i a, S.eOcc i < S.eVir a)
    (τ γ : K → ℝ) (μ w δ : ℝ) (r s : G)
    (hδ : ∀ i a, |∑ k, γ k * (Real.cos (w * τ k) * Real.exp (-S.gap i a * τ k)) -
      ∫ t in Ioi (0 : ℝ), Real.cos (w * t) * Real.exp (-S.gap i a * t)| ≤ δ) :
    |-2 * ∑ k, γ k * (Real.cos (w * τ k) * S.greenOcc μ (τ k) r s * S.greenVir μ (τ k) r s) -
      S.chi0 w r s| ≤ 2 * δ * ∑ i, ∑ a, |S.amp i a r s| := by
  have aux : ∀ M Q L : ℝ, |Q - L| ≤ δ → |-2 * (M * Q) + 2 * L * M| ≤ 2 * δ * |M| := by
    intro M Q L hQ
    have e : -2 * (M * Q) + 2 * L * M = (-2 * M) * (Q - L) := by ring
    have h2 : |(-2 : ℝ)| = 2 := by norm_num
    rw [e, abs_mul, abs_mul, h2]
    nlinarith [mul_le_mul_of_nonneg_left hQ (abs_nonneg M)]
  -- the quadrature acts on each pair separately
  have hq : ∑ k, γ k * (Real.cos (w * τ k) * S.greenOcc μ (τ k) r s *
      S.greenVir μ (τ k) r s) = ∑ i, ∑ a, S.amp i a r s *
        ∑ k, γ k * (Real.cos (w * τ k) * Real.exp (-S.gap i a * τ k)) := by
    simp only [cos_mul_green, Finset.mul_sum]
    rw [Finset.sum_comm]
    refine Finset.sum_congr rfl fun i _ => ?_
    rw [Finset.sum_comm]
    refine Finset.sum_congr rfl fun a _ => Finset.sum_congr rfl fun k _ => ?_
    ring
  rw [hq, Orbitals.chi0, sub_neg_eq_add, Finset.mul_sum, ← Finset.sum_add_distrib,
    Finset.mul_sum]
  refine (Finset.abs_sum_le_sum_abs _ _).trans (Finset.sum_le_sum fun i _ => ?_)
  rw [Finset.mul_sum, ← Finset.sum_add_distrib, Finset.mul_sum]
  refine (Finset.abs_sum_le_sum_abs _ _).trans (Finset.sum_le_sum fun a _ => ?_)
  have hia := hδ i a
  have hD : 0 < S.gap i a := sub_pos.2 (h i a)
  rw [integral_cos_exp hD] at hia
  have hfin := aux (S.amp i a r s) _ _ hia
  rwa [← mul_div_assoc] at hfin
```

In the proof, `hq` reorders the sums so that the quadrature acts on each pair, `aux` bounds one pair, and `Finset.abs_sum_le_sum_abs` is the triangle inequality, used once for each orbital sum.

Q: So the theorem hands me a good time grid?

A: No. The accuracy $\delta$ is assumed, and finding points and weights that achieve it is a separate task. What you gain is that $\delta$ can be assessed on the scalar functions $\cos(wt)\,e^{-Dt}$ over the range of transition energies, without looking at the orbitals; these enter the bound only through $\sum_{ia}|M_{ia}|$. The bound is for one pair of grid points and one frequency; it says nothing directly about the error in an RPA energy.

Q: One last physical check. A static or imaginary-frequency response should never have the wrong sign.

A: It doesn't, as long as every occupied level lies below every virtual one, so that all $D_{ia}>0$. On a finite grid, for any real vector $v$,

$$\sum_{r,s}v(r)\,\chi_0(iw)(r,s)\,v(s)=-\sum_{i,a}\frac{2D_{ia}}{D_{ia}^2+w^2}\Big(\sum_r v(r)\varphi_i(r)\varphi_a(r)\Big)^2\le0.$$

```lean
/-- On a finite grid, with all occupied levels below all virtual ones, `χ₀(iw)` is
negative semidefinite. -/
theorem chi0_nonpos [Fintype G] (h : ∀ i a, S.eOcc i < S.eVir a) (w : ℝ) (v : G → ℝ) :
    ∑ r, ∑ s, v r * S.chi0 w r s * v s ≤ 0 := by
  have swap : ∀ f : G → G → I → A → ℝ,
      ∑ r, ∑ s, ∑ i, ∑ a, f r s i a = ∑ i, ∑ a, ∑ r, ∑ s, f r s i a := fun f =>
    (Finset.sum_congr rfl fun r _ => Finset.sum_comm).trans (Finset.sum_comm.trans
      (Finset.sum_congr rfl fun i _ =>
        (Finset.sum_congr rfl fun r _ => Finset.sum_comm).trans Finset.sum_comm))
  have e : ∑ r, ∑ s, v r * S.chi0 w r s * v s = ∑ r, ∑ s, ∑ i, ∑ a,
      -(2 * S.gap i a / (S.gap i a ^ 2 + w ^ 2) *
        (v r * (S.occ i r * S.vir a r) * (v s * (S.occ i s * S.vir a s)))) := by
    refine Finset.sum_congr rfl fun r _ => Finset.sum_congr rfl fun s _ => ?_
    rw [Orbitals.chi0, mul_neg, neg_mul, Finset.mul_sum, Finset.sum_mul,
      ← Finset.sum_neg_distrib]
    refine Finset.sum_congr rfl fun i _ => ?_
    rw [Finset.mul_sum, Finset.sum_mul, ← Finset.sum_neg_distrib]
    refine Finset.sum_congr rfl fun a _ => ?_
    rw [Orbitals.amp]
    ring
  rw [e, swap]
  refine Finset.sum_nonpos fun i _ => Finset.sum_nonpos fun a _ => ?_
  have hD : 0 < S.gap i a := sub_pos.2 (h i a)
  -- each pair contributes minus a positive weight times a square
  simp only [Finset.sum_neg_distrib, ← Finset.mul_sum, ← Finset.sum_mul]
  exact neg_nonpos.2 (mul_nonneg (by positivity) (mul_self_nonneg _))

end

end SpaceTimeRPA
```

Here `swap` moves the orbital sums outside the grid sums, `e` inserts the definition of $\chi_0$, and `mul_self_nonneg` supplies the square. The grid sums carry no integration weights; if yours has them, absorb them into $v$.

In the two-point example the matrix is $\tfrac15\begin{pmatrix}-1&1\\1&-1\end{pmatrix}$, with eigenvalues $0$ and $-\tfrac25$. The zero belongs to the constant vector: there, a uniform shift of the potential produces no response, because the two orbitals are orthogonal on the grid.

```lean
#print axioms SpaceTimeRPA.green_decay
-- 'SpaceTimeRPA.green_decay' depends on axioms: [propext, Classical.choice, Quot.sound]
#print axioms SpaceTimeRPA.space_time_chi0
-- 'SpaceTimeRPA.space_time_chi0' depends on axioms: [propext, Classical.choice, Quot.sound]
#print axioms SpaceTimeRPA.quadrature_error
-- 'SpaceTimeRPA.quadrature_error' depends on axioms: [propext, Classical.choice, Quot.sound]
#print axioms SpaceTimeRPA.chi0_nonpos
-- 'SpaceTimeRPA.chi0_nonpos' depends on axioms: [propext, Classical.choice, Quot.sound]
```
